# One-dimensional periodic correctors for a given potential are unique up to an additive constant

For a real reduced potential `u` on the line, a corrector is a continuously differentiable function `c` of period 1 for which the flux `exp (-u) (1 + c')` has the same value `K` everywhere. The declaration `corrector_unique` states that two correctors for the same `u` have equal flux constants and differ by an additive constant. It takes both correctors as given, so it doesn't assert that one exists, and it places no separate condition on `u`. The attempt gets the equality of the constants from the earlier result that `K` is the reciprocal of the average of `exp u` over the unit cell. It then shows that the difference of the correctors has zero derivative, and compares its values at `x` and at 0.

As first written in Lean, the proof fails:

```lean
import Mathlib

open Real

namespace CorrectorUnique

noncomputable section

/-- The average of `f` over the unit cell `[0, 1]`. -/
def cellMean (f : ℝ → ℝ) : ℝ := ∫ x in (0 : ℝ)..1, f x

/-- `c` is a corrector for the reduced potential `u` with flux constant `K`: it is C1, has
period 1, and `exp (-u) (1 + c')` equals `K` everywhere. -/
structure IsCorrector (u c : ℝ → ℝ) (K : ℝ) : Prop where
  smooth : ContDiff ℝ 1 c
  periodic : Function.Periodic c 1
  flux : ∀ x, exp (-u x) * (1 + deriv c x) = K

variable {u c : ℝ → ℝ} {K D : ℝ}

/-- For a corrector, the local gradient `1 + c'` is `K exp u`. -/
theorem corrector_gradient (h : IsCorrector u c K) (x : ℝ) :
    1 + deriv c x = K * exp (u x) := by
  have hE : exp (u x) * exp (-u x) = 1 := by rw [← exp_add]; simp
  linear_combination exp (u x) * h.flux x - (1 + deriv c x) * hE

/-- The flux constant of a corrector is the reciprocal of the cell average of `exp u`. -/
theorem corrector_flux (h : IsCorrector u c K) : K = 1 / cellMean (fun x => exp (u x)) := by
  obtain ⟨hd, hc⟩ := contDiff_one_iff_deriv.mp h.smooth
  have h01 : c 1 = c 0 := by simpa using h.periodic 0
  -- by periodicity the mean gradient is one
  have key : ∫ x in (0 : ℝ)..1, (1 + deriv c x) = (1 + c 1) - (0 + c 0) :=
    intervalIntegral.integral_eq_sub_of_hasDerivAt (f := fun x => x + c x)
      (fun x _ => (hasDerivAt_id' x).fun_add (hd x).hasDerivAt)
      ((continuous_const.add hc).intervalIntegrable _ _)
  rw [funext (corrector_gradient h), intervalIntegral.integral_const_mul, h01] at key
  have h3 : K * cellMean (fun x => exp (u x)) = 1 := by
    unfold cellMean
    linarith
  have h4 : cellMean (fun x => exp (u x)) ≠ 0 := by
    intro h0
    rw [h0, mul_zero] at h3
    exact zero_ne_one h3
  rw [eq_div_iff h4, h3]

/-- Two correctors for the same potential have the same flux constant and differ by an
additive constant. -/
theorem corrector_unique {c₂ : ℝ → ℝ} {K₂ : ℝ} (h : IsCorrector u c K)
    (h₂ : IsCorrector u c₂ K₂) : K = K₂ ∧ ∃ a, ∀ x, c₂ x = c x + a := by
  have hK : K = K₂ := (corrector_flux h).trans (corrector_flux h₂).symm
  have hd := (contDiff_one_iff_deriv.mp h.smooth).1
  have hd₂ := (contDiff_one_iff_deriv.mp h₂.smooth).1
  have hs : ∀ x, HasDerivAt (fun y => c₂ y - c y) (deriv c₂ x - deriv c x) x :=
    fun x => (hd₂ x).hasDerivAt.fun_sub (hd x).hasDerivAt
  refine ⟨hK, c₂ 0 - c 0, fun x => ?_⟩
  have h0 := is_const_of_deriv_eq_zero (fun x => (hs x).differentiableAt) (fun x => by
    rw [(hs x).deriv]
    have e1 := corrector_gradient h x
    have e2 := corrector_gradient h₂ x
    rw [← hK] at e2
    linarith) x 0
  simp only at h0
  linarith

end

end CorrectorUnique
```

The error:

```
Main.lean:62:2: error: `simp` made no progress
```

The change, after which it compiles:

```diff
@@ -49,16 +49,14 @@
     (h₂ : IsCorrector u c₂ K₂) : K = K₂ ∧ ∃ a, ∀ x, c₂ x = c x + a := by
   have hK : K = K₂ := (corrector_flux h).trans (corrector_flux h₂).symm
-  have hd := (contDiff_one_iff_deriv.mp h.smooth).1
-  have hd₂ := (contDiff_one_iff_deriv.mp h₂.smooth).1
-  have hs : ∀ x, HasDerivAt (fun y => c₂ y - c y) (deriv c₂ x - deriv c x) x :=
-    fun x => (hd₂ x).hasDerivAt.fun_sub (hd x).hasDerivAt
+  have hs : ∀ x, HasDerivAt (fun y => c₂ y - c y) (deriv c₂ x - deriv c x) x := fun x =>
+    ((contDiff_one_iff_deriv.mp h₂.smooth).1 x).hasDerivAt.fun_sub
+      ((contDiff_one_iff_deriv.mp h.smooth).1 x).hasDerivAt
   refine ⟨hK, c₂ 0 - c 0, fun x => ?_⟩
   have h0 := is_const_of_deriv_eq_zero (fun x => (hs x).differentiableAt) (fun x => by
-    rw [(hs x).deriv]
     have e1 := corrector_gradient h x
     have e2 := corrector_gradient h₂ x
     rw [← hK] at e2
+    rw [(hs x).deriv]
     linarith) x 0
-  simp only at h0
   linarith
 
```

What went wrong. The message points to `simp only at h0`. With no lemmas listed, that call could still have tidied `h0` by beta reduction, had the hypothesis contained the function `fun y => c₂ y - c y` applied to `x` and to `0`. But Lean had already reduced those applications when it elaborated the `have` with no stated type, so `h0` read `c₂ x - c x = c₂ 0 - c 0` from the start. `simp only` found nothing to change, and it treats that as an error.

Deleting the line is the cure. The closing `linarith` gets the goal `c₂ x = c x + (c₂ 0 - c 0)` from `h0` as it stands.

The other changes are mere tidying: the differentiability facts `hd` and `hd₂` are written directly into `hs`, and `rw [(hs x).deriv]` moves below the steps that prepare `e1` and `e2`.
